# The Lie step exp(tA) exp(tB) as a single exponential modulo t⁴

Let $A$ and $B$ be elements of an algebra over the rational numbers, for instance two square complex matrices. They need not commute, and $[A,B]=AB-BA$. The time step $t$ is a formal variable that commutes with everything, so a series $P=\sum_n P_n t^n$ is the list of its coefficients $P_n$, and no question of convergence arises.

```lean
import Mathlib

open PowerSeries

namespace LieStepModifiedGenerator

noncomputable section

variable {R : Type*} [Ring R] [Algebra ℚ R]
```

`R` is the algebra. `Ring R` supplies sums and products without assuming $AB=BA$, and `Algebra ℚ R` allows division by factorials. `R⟦X⟧` is the type of power series with coefficients in `R`. Its variable `X` is our $t$, `C A` is the constant series $A$, and `coeff n P` is $P_n$.

```lean
/-- Two series in the time step `t` agree modulo `t ^ N`. -/
def EqMod (N : ℕ) (P Q : R⟦X⟧) : Prop := ∀ n < N, coeff n P = coeff n Q
```

`EqMod N P Q` says that $P_n=Q_n$ for every $n<N$. Agreement modulo $t^4$ therefore includes the $t^3$ terms.

```lean
/-- The exponential of a series `Z` in `t` without constant term: the coefficient of `t ^ n`
collects the contributions of `Z ^ k / k!` with `k ≤ n`. -/
def formalExp (Z : R⟦X⟧) : R⟦X⟧ :=
  PowerSeries.mk fun n =>
    ∑ k ∈ Finset.range (n + 1), ((k.factorial : ℚ)⁻¹) • coeff n (Z ^ k)
```

This defines the exponential of a series $Z$ by its coefficients:

$$(\exp Z)_n=\sum_{k=0}^{n}\frac{1}{k!}\,(Z^k)_n .$$

The symbol `•` multiplies an algebra element by a rational number. The formula is the usual exponential when $Z$ has no constant term, because powers with $k>n$ then contribute nothing to order $t^n$.

```lean
/-- One Lie splitting step, `exp(tA) exp(tB)`. -/
def lieStep (A B : R) : R⟦X⟧ := formalExp (C A * X) * formalExp (C B * X)
```

The Lie step evolves with $B$ for a time $t$ and then with $A$, as the product acts on a state from the left. `C A * X` is the series $tA$.

```lean
/-- The modified generator `t(A+B) + t²[A,B]/2 + t³([A,[A,B]] + [B,[B,A]])/12`. -/
def lieGenerator (A B : R) : R⟦X⟧ :=
  C (A + B) * X + C ((1 / 2 : ℚ) • ⁅A, B⁆) * X ^ 2
    + C ((1 / 12 : ℚ) • (⁅A, ⁅A, B⁆⁆ + ⁅B, ⁅B, A⁆⁆)) * X ^ 3
```

This is the candidate for a single generator of the whole step:

$$Z=t(A+B)+\frac{t^2}{2}[A,B]+\frac{t^3}{12}\big([A,[A,B]]+[B,[B,A]]\big).$$

Lean writes the commutator as `⁅A, B⁆`.

## Exponentials order by order

```lean
/-- For a generator without constant term, the exponential series may be cut off at any
`m ≥ n` without changing the coefficient of `t ^ n`. -/
theorem coeff_formalExp_of_le (Z : R⟦X⟧) (hZ : coeff 0 Z = 0) {n m : ℕ} (hnm : n ≤ m) :
    coeff n (formalExp Z) =
      ∑ k ∈ Finset.range (m + 1), ((k.factorial : ℚ)⁻¹) • coeff n (Z ^ k) := by
  -- the power `Z ^ k` has no terms below order `t ^ k`
  have low : ∀ k n : ℕ, n < k → coeff n (Z ^ k) = 0 := by
    intro k
    induction k with
    | zero => intro n hn; omega
    | succ k ih =>
      intro n hn
      rw [pow_succ, coeff_mul]
      refine Finset.sum_eq_zero fun p hp => ?_
      have hp' : p.1 + p.2 = n := by simpa using hp
      by_cases h : p.1 < k
      · rw [ih p.1 h, zero_mul]
      · have h2 : p.2 = 0 := by omega
        rw [h2, hZ, mul_zero]
  rw [formalExp, coeff_mk]
  refine Finset.sum_subset (fun k hk => ?_) (fun k _ hk => ?_)
  · rw [Finset.mem_range] at hk ⊢
    omega
  · rw [Finset.mem_range] at hk
    rw [low k n (by omega), smul_zero]
```

In a Lean theorem, the hypotheses stand before the colon, the claim after it, and the proof after `:=`. Here `hZ` says that $Z_0=0$, and the claim is that the sum over $k$ may stop at any $m\ge n$ with the same result.

By hand, $Z=tY$ for some series $Y$, so $Z^k=t^kY^k$ has no terms below order $t^k$. The step `low` proves this by induction. A coefficient of $Z^{k+1}=Z^kZ$ below order $k+1$ is a sum of products $(Z^k)_pZ_q$ with $p+q\le k$. Either $p<k$ and the first factor vanishes, or $q=0$ and the second does.

```lean
/-- The coefficient of `t ^ n` in `exp(tA)` is `A ^ n / n!`. -/
theorem coeff_formalExp_linear (A : R) (n : ℕ) :
    coeff n (formalExp (C A * X)) = ((n.factorial : ℚ)⁻¹) • A ^ n := by
  have hp : ∀ k : ℕ, coeff n ((C A * X) ^ k) = if n = k then A ^ k else 0 := by
    intro k
    rw [(commute_X (C A)).mul_pow k, ← map_pow, coeff_C_mul, coeff_X_pow]
    split_ifs <;> simp
  rw [formalExp, coeff_mk, Finset.sum_eq_single n]
  · rw [hp, if_pos rfl]
  · intro k _ hk
    rw [hp, if_neg (Ne.symm hk), smul_zero]
  · intro h
    exact absurd (Finset.mem_range.mpr (Nat.lt_succ_self n)) h
```

Since $t$ commutes with $A$, $(tA)^k=t^kA^k$. Only $k=n$ contributes to order $t^n$, which leaves $A^n/n!$. `Finset.sum_eq_single` picks out that one term.

```lean
omit [Algebra ℚ R] in
/-- The product rule for the coefficients of two series in `t` up to third order. -/
theorem coeff_mul_low (P Q : R⟦X⟧) :
    coeff 0 (P * Q) = coeff 0 P * coeff 0 Q ∧
    coeff 1 (P * Q) = coeff 0 P * coeff 1 Q + coeff 1 P * coeff 0 Q ∧
    coeff 2 (P * Q) = coeff 0 P * coeff 2 Q + coeff 1 P * coeff 1 Q + coeff 2 P * coeff 0 Q ∧
    coeff 3 (P * Q) = coeff 0 P * coeff 3 Q + coeff 1 P * coeff 2 Q + coeff 2 P * coeff 1 Q
      + coeff 3 P * coeff 0 Q := by
  refine ⟨?_, ?_, ?_, ?_⟩ <;>
    rw [coeff_mul, Finset.Nat.sum_antidiagonal_eq_sum_range_succ_mk] <;>
    simp [Finset.sum_range_succ]
```

These are the product rules $(PQ)_n=\sum_{p+q=n}P_pQ_q$ for $n=0,1,2,3$, joined by `∧`, which means "and". The order of the factors is kept.

```lean
/-- The exponential of a generator `Z` without constant term, up to third order in `t`. -/
theorem formalExp_coeffs (Z : R⟦X⟧) (hZ : coeff 0 Z = 0) :
    coeff 0 (formalExp Z) = 1 ∧
    coeff 1 (formalExp Z) = coeff 1 Z ∧
    coeff 2 (formalExp Z) = coeff 2 Z + (1 / 2 : ℚ) • (coeff 1 Z * coeff 1 Z) ∧
    coeff 3 (formalExp Z) = coeff 3 Z +
      ((1 / 2 : ℚ) • (coeff 1 Z * coeff 2 Z + coeff 2 Z * coeff 1 Z)
        + (1 / 6 : ℚ) • (coeff 1 Z * coeff 1 Z * coeff 1 Z)) := by
  refine ⟨?_, ?_, ?_, ?_⟩ <;>
    simp only [formalExp, coeff_mk, Finset.sum_range_succ, Finset.sum_range_zero, pow_succ,
      pow_zero, one_mul, coeff_mul_low, coeff_one, hZ, mul_zero, zero_mul, zero_add,
      add_zero] <;>
    norm_num [Nat.factorial]
  module
```

Write $Z=z_1t+z_2t^2+z_3t^3+\dots$. Then

$$Z^2=z_1^2t^2+(z_1z_2+z_2z_1)t^3+\dots,\qquad Z^3=z_1^3t^3+\dots,$$

and collecting $1+Z+Z^2/2+Z^3/6$ gives

$$\begin{aligned}
(\exp Z)_0&=1, & (\exp Z)_1&=z_1,\\
(\exp Z)_2&=z_2+\tfrac12z_1^2, & (\exp Z)_3&=z_3+\tfrac12(z_1z_2+z_2z_1)+\tfrac16z_1^3 .
\end{aligned}$$

The proof unfolds the definition and the product rules. The tactic `module` then checks the remaining identity by comparing rational coefficients.

```lean
/-- The Lie step `exp(tA) exp(tB)` up to third order in `t`. -/
theorem lieStep_coeffs (A B : R) :
    coeff 0 (lieStep A B) = 1 ∧
    coeff 1 (lieStep A B) = A + B ∧
    coeff 2 (lieStep A B) = (1 / 2 : ℚ) • (A * A) + A * B + (1 / 2 : ℚ) • (B * B) ∧
    coeff 3 (lieStep A B) = (1 / 6 : ℚ) • (A * (A * A)) + (1 / 2 : ℚ) • (A * (A * B))
      + (1 / 2 : ℚ) • (A * (B * B)) + (1 / 6 : ℚ) • (B * (B * B)) := by
  have f0 : ((Nat.factorial 0 : ℕ) : ℚ) = 1 := by norm_num [Nat.factorial]
  have f1 : ((Nat.factorial 1 : ℕ) : ℚ) = 1 := by norm_num [Nat.factorial]
  have f2 : ((Nat.factorial 2 : ℕ) : ℚ) = 2 := by norm_num [Nat.factorial]
  have f3 : ((Nat.factorial 3 : ℕ) : ℚ) = 6 := by norm_num [Nat.factorial]
  refine ⟨?_, ?_, ?_, ?_⟩ <;>
    simp only [lieStep, coeff_mul_low, coeff_formalExp_linear, f0, f1, f2, f3, pow_succ,
      pow_zero, one_mul, mul_one, smul_mul_assoc, mul_smul_comm, mul_assoc] <;>
    module
```

Multiplying the series for $\exp(tA)$ and $\exp(tB)$ gives the coefficients

$$1,\quad A+B,\quad \tfrac12A^2+AB+\tfrac12B^2,\quad \tfrac16A^3+\tfrac12A^2B+\tfrac12AB^2+\tfrac16B^3 .$$

In every product $A$ stands to the left of $B$. The exponential of the modified generator has to reproduce this ordering.

```lean
/-- The modified generator has no constant term, and its next three coefficients are the sum `A +
B`, half the commutator `⁅A, B⁆`, and one twelfth of `⁅A, ⁅A, B⁆⁆ + ⁅B, ⁅B, A⁆⁆`. -/
theorem lieGenerator_coeffs (A B : R) :
    coeff 0 (lieGenerator A B) = 0 ∧
    coeff 1 (lieGenerator A B) = A + B ∧
    coeff 2 (lieGenerator A B) = (1 / 2 : ℚ) • ⁅A, B⁆ ∧
    coeff 3 (lieGenerator A B) = (1 / 12 : ℚ) • (⁅A, ⁅A, B⁆⁆ + ⁅B, ⁅B, A⁆⁆) := by
  refine ⟨?_, ?_, ?_, ?_⟩ <;>
    simp only [lieGenerator, LinearMap.map_add, coeff_C_mul, coeff_X, coeff_X_pow] <;>
    simp
```

This reads off the coefficients of `lieGenerator`: $0$, $A+B$, $\tfrac12[A,B]$ and $\tfrac1{12}([A,[A,B]]+[B,[B,A]])$. The first of them supplies the hypothesis $Z_0=0$ needed above.

## The modified generator and its uniqueness

```lean
/-- Baker-Campbell-Hausdorff formula to third order: `exp(tA) exp(tB) = exp(Z)` modulo `t⁴`
with `Z = t(A+B) + t²[A,B]/2 + t³([A,[A,B]] + [B,[B,A]])/12`. -/
theorem lieStep_eq_exp_lieGenerator (A B : R) :
    EqMod 4 (lieStep A B) (formalExp (lieGenerator A B)) := by
  obtain ⟨g0, g1, g2, g3⟩ := lieGenerator_coeffs A B
  obtain ⟨p0, p1, p2, p3⟩ := formalExp_coeffs (lieGenerator A B) g0
  obtain ⟨s0, s1, s2, s3⟩ := lieStep_coeffs A B
  intro n hn
  interval_cases n
  · rw [s0, p0]
  · rw [s1, p1, g1]
  · -- second order: half the commutator restores the ordering `A * B`
    rw [s2, p2, g1, g2]
    simp only [Ring.lie_def, mul_add, add_mul]
    module
  · -- third order: expand all words of length three and compare
    rw [s3, p3, g1, g2, g3]
    simp only [Ring.lie_def, mul_add, add_mul, mul_sub, sub_mul, smul_mul_assoc,
      mul_smul_comm, mul_assoc]
    module
```

The theorem states that $\exp(tA)\exp(tB)$ and $\exp(Z)$ have the same coefficients through $t^3$. Orders zero and one are immediate. At second order,

$$\tfrac12(AB-BA)+\tfrac12(A+B)^2=\tfrac12A^2+AB+\tfrac12B^2 .$$

At third order, use $[A,[A,B]]=AAB-2ABA+BAA$, the same formula with $A$ and $B$ exchanged, and

$$\tfrac12(z_1z_2+z_2z_1)=\tfrac14(AAB+ABB-BAA-BBA).$$

The contributions to each word are then:

| Word | $z_3$ | $\tfrac12(z_1z_2+z_2z_1)$ | $\tfrac16z_1^3$ | Sum |
|---|---|---|---|---|
| $AAB$, $ABB$ | $1/12$ | $1/4$ | $1/6$ | $1/2$ |
| $ABA$, $BAB$ | $-1/6$ | $0$ | $1/6$ | $0$ |
| $BAA$, $BBA$ | $1/12$ | $-1/4$ | $1/6$ | $0$ |
| $AAA$, $BBB$ | $0$ | $0$ | $1/6$ | $1/6$ |

These sums are the third-order coefficient of the Lie step. In Lean, `interval_cases n` separates the four orders, `simp only` expands the commutators into words, and `module` does the bookkeeping of the table.

The Baker–Campbell–Hausdorff series continues with nested commutators at every order; the theorem establishes its terms through $t^3$.

For quantum dynamics with a Hamiltonian $H_1+H_2$ of finite matrices, set $A=-iH_1/\hbar$ and $B=-iH_2/\hbar$. To first order in the step, the splitting then follows the modified Hamiltonian $H_1+H_2-\frac{it}{2\hbar}[H_1,H_2]$, in the sense of formal series. The size of the remainder at a given numerical step is a separate matter, as are the domains of unbounded operators.

```lean
/-- Two generators without constant term have the same exponential modulo `t⁴` exactly when
they agree modulo `t⁴` themselves. -/
theorem formalExp_eqMod_iff (Z W : R⟦X⟧) (hZ : coeff 0 Z = 0) (hW : coeff 0 W = 0) :
    EqMod 4 (formalExp Z) (formalExp W) ↔ EqMod 4 Z W := by
  obtain ⟨p0, p1, p2, p3⟩ := formalExp_coeffs Z hZ
  obtain ⟨q0, q1, q2, q3⟩ := formalExp_coeffs W hW
  constructor
  · intro h
    -- solve for the coefficients of the generator order by order
    have e1 := h 1 (by norm_num)
    rw [p1, q1] at e1
    have e2 := h 2 (by norm_num)
    rw [p2, q2, e1] at e2
    have e2' := add_right_cancel e2
    have e3 := h 3 (by norm_num)
    rw [p3, q3, e1, e2'] at e3
    have e3' := add_right_cancel e3
    intro n hn
    interval_cases n
    · rw [hZ, hW]
    · exact e1
    · exact e2'
    · exact e3'
  · intro h
    have e1 := h 1 (by norm_num)
    have e2 := h 2 (by norm_num)
    have e3 := h 3 (by norm_num)
    intro n hn
    interval_cases n
    · rw [p0, q0]
    · rw [p1, q1, e1]
    · rw [p2, q2, e1, e2]
    · rw [p3, q3, e1, e2, e3]
```

For generators without constant term, `↔` ("if and only if") links agreement of the exponentials to agreement of the generators, both modulo $t^4$. Let $w_n$ be the coefficients of $W$. If the exponentials agree, first order gives $z_1=w_1$. Second order reads $z_2+\tfrac12z_1^2=w_2+\tfrac12w_1^2$, so $z_2=w_2$. At third order all terms besides $z_3$ and $w_3$ are now equal, so $z_3=w_3$. Each cancellation is an `add_right_cancel` in the code. The converse follows by substituting equal coefficients into the formulas for the exponential.

```lean
/-- A generator `Z` without constant term reproduces the Lie step modulo `t⁴` if and only if
it agrees with the modified generator modulo `t⁴`. -/
theorem generates_lieStep_iff (A B : R) (Z : R⟦X⟧) (hZ : coeff 0 Z = 0) :
    EqMod 4 (formalExp Z) (lieStep A B) ↔ EqMod 4 Z (lieGenerator A B) := by
  rw [← formalExp_eqMod_iff Z _ hZ (lieGenerator_coeffs A B).1]
  have h := lieStep_eq_exp_lieGenerator A B
  exact ⟨fun k n hn => (k n hn).trans (h n hn), fun k n hn => (k n hn).trans (h n hn).symm⟩
```

A generator $Z$ without constant term reproduces the Lie step modulo $t^4$ exactly when its coefficients through $t^3$ are those of `lieGenerator`. Its terms from $t^4$ onwards are left free. The proof combines the two preceding theorems: $\exp(Z)$ agrees with the Lie step precisely when it agrees with the exponential of the modified generator, and this happens precisely when the generators agree.

## The order at which the splitting error appears

```lean
/-- The Lie step agrees with the exact propagator `exp(t(A+B))` modulo `t³` if and only if
`A` and `B` commute. -/
theorem lieStep_eqMod_three_iff (A B : R) :
    EqMod 3 (lieStep A B) (formalExp (C (A + B) * X)) ↔ A * B = B * A := by
  obtain ⟨s0, s1, s2, -⟩ := lieStep_coeffs A B
  have c0 : coeff 0 (formalExp (C (A + B) * X)) = 1 := by
    rw [coeff_formalExp_linear]; simp
  have c1 : coeff 1 (formalExp (C (A + B) * X)) = A + B := by
    rw [coeff_formalExp_linear]; simp
  have c2 : coeff 2 (formalExp (C (A + B) * X)) =
      (1 / 2 : ℚ) • (A * A + A * B + B * A + B * B) := by
    have f2 : ((Nat.factorial 2 : ℕ) : ℚ) = 2 := by norm_num [Nat.factorial]
    rw [coeff_formalExp_linear, f2, pow_two]
    simp only [mul_add, add_mul]
    module
  constructor
  · intro h
    have e := h 2 (by norm_num)
    rw [s2, c2] at e
    linear_combination (norm := module) (2 : ℚ) • e
  · intro h n hn
    interval_cases n
    · rw [s0, c0]
    · rw [s1, c1]
    · rw [s2, c2]
      linear_combination (norm := module) (1 / 2 : ℚ) • h

end

end LieStepModifiedGenerator
```

Here the Lie step is compared with the unsplit propagator $\exp(t(A+B))$. Their coefficients at orders zero and one are always equal. At second order the difference is

$$\tfrac12A^2+AB+\tfrac12B^2-\tfrac12(A+B)^2=\tfrac12(AB-BA),$$

which vanishes exactly when $AB=BA$. For noncommuting $A$ and $B$, the formal error of one step therefore begins at $t^2$.

The facts `c0`, `c1` and `c2` record the coefficients of the unsplit propagator. In the forward direction, `linear_combination` multiplies the second-order equation by $2$ to obtain $AB=BA$; in the other direction it multiplies $AB=BA$ by $\tfrac12$ to recover the second-order equation.

```lean
#print axioms LieStepModifiedGenerator.coeff_formalExp_of_le
#print axioms LieStepModifiedGenerator.generates_lieStep_iff
#print axioms LieStepModifiedGenerator.lieStep_eqMod_three_iff
```

```
'LieStepModifiedGenerator.coeff_formalExp_of_le' depends on axioms: [propext, Classical.choice, Quot.sound]
'LieStepModifiedGenerator.generates_lieStep_iff' depends on axioms: [propext, Classical.choice, Quot.sound]
'LieStepModifiedGenerator.lieStep_eqMod_three_iff' depends on axioms: [propext, Classical.choice, Quot.sound]
```
